# Non-negative Lehmann weights make moment Hankel matrices positive semidefinite

A finite-pole approximation to a spectral function can be built from its moments by a Cholesky factorisation of their Hankel matrix. The factorisation exists with a strictly positive diagonal exactly when the matrix is positive definite. For a Green's function with finitely many real poles and non-negative weights, the Hankel matrix is always positive semidefinite, and the number of distinct poles with positive weight is the largest size at which it is definite.

## From the Lehmann sum to a sum of squares

Let \(k\) run over a finite set, with real poles \(e_k\) and real weights \(a_k\ge 0\). Define

\[
G(z)=\sum_k\frac{a_k}{z-e_k},\qquad M_j=\sum_k a_k e_k^j ,
\]

with \(e_k^0=1\) also for \(e_k=0\). For a diagonal element of the zero-temperature one-electron Green's function, \(a_k\) is the squared modulus of a transition amplitude or a sum of such squared moduli, which is the physical reason for \(a_k\ge0\).

**High-frequency coefficients.** For \(z\ne0\) and \(z\neq e_k\),

\[
\frac{e_k^n}{z^n(z-e_k)}=\frac{e_k^n}{z^{n+1}}+\frac{e_k^{n+1}}{z^{n+1}(z-e_k)},
\]

because the right-hand side has numerator \(e_k^n[(z-e_k)+e_k]=e_k^n z\) over \(z^{n+1}(z-e_k)\). Starting from \(n=0\), multiplying by \(a_k\) and summing gives

\[
G(z)=\sum_{j=0}^{n-1}\frac{M_j}{z^{j+1}}+\sum_k\frac{a_k e_k^n}{z^n(z-e_k)} .
\]

At fixed \(n\) the remainder falls off at least as fast as \(|z|^{-(n+1)}\) for large \(|z|\), so the \(M_j\) are the coefficients of the high-frequency expansion.

**Quadratic form.** Let \(H^{(s)}_{ij}=M_{i+j+s}\) with \(i,j=0,\dots,n-1\); \(s=0\) is the plain matrix and \(s=1\) the shifted one. For a real vector \(x\), put \(p(e)=\sum_i x_ie^i\). Then

\[
x^{T}H^{(s)}x=\sum_k a_ke_k^s\sum_{i,j}x_ix_je_k^{i+j}=\sum_k a_ke_k^s\,p(e_k)^2 .
\]

For \(s=0\) every term is non-negative. For \(s=1\) the same holds if all \(e_k\ge0\).

**Definiteness.** Let \(P\) be the set of distinct poles with positive weight. If \(|P|<n\), the coefficients of \(\prod_{t\in P}(X-t)\) form a nonzero vector on which the \(s=0\) form vanishes. If \(|P|\ge n\) and the form vanishes at \(x\), then \(p\) has degree below \(n\) and at least \(n\) roots, so \(p=0\) and \(x=0\). Hence \(H^{(0)}\) is positive definite exactly when \(n\le|P|\).

**Sign of the poles.** Suppose \(a_k>0\) and \(e_k<0\). The polynomial \(p=\prod_{t\in P\setminus\{e_k\}}(X-t)\) removes all other poles, and the shifted form becomes

\[
e_k\,p(e_k)^2\sum_{l:\,e_l=e_k}a_l<0 .
\]

The shifted matrix of size \(|P|\) is therefore not positive semidefinite. Conversely, if every pole of positive weight is non-negative, all terms of the shifted form are non-negative.

## Two poles at −1 and 2

Take weights \(2/3\) at \(-1\) and \(1/3\) at \(2\). The moments \(M_0,\dots,M_4\) are \(1,0,2,2,6\), so

\[
H^{(0)}_{2\times2}=\begin{pmatrix}1&0\\0&2\end{pmatrix},\qquad
H^{(0)}_{3\times3}=\begin{pmatrix}1&0&2\\0&2&2\\2&2&6\end{pmatrix},\qquad
H^{(1)}_{2\times2}=\begin{pmatrix}0&2\\2&2\end{pmatrix}.
\]

The first is positive definite. The second has the null vector \((-2,-1,1)\), the coefficients of \((X+1)(X-2)\). The third detects the negative pole: \(X-2\) gives \(x=(-2,1)\) and \(x^TH^{(1)}x=-6=\tfrac23(-1)(-3)^2\). The \(1\times1\) shifted matrix is \(M_1=0\) and does not detect it.

## The Lean development

The finite type `ι` labels the Lehmann terms.

```lean
import Mathlib

open Matrix Polynomial

namespace LehmannHankelMoments

noncomputable section

variable {ι : Type*} [Fintype ι]
```

The functions `a` and `e` hold the weights and poles. They are real, while the frequency `z` is complex.

```lean
/-- The Green's function in Lehmann form, with poles `e k` and spectral weights `a k`. -/
def green (a e : ι → ℝ) (z : ℂ) : ℂ := ∑ k, (a k : ℂ) / (z - e k)

/-- The spectral moment of order `j`. -/
def moment (a e : ι → ℝ) (j : ℕ) : ℝ := ∑ k, a k * e k ^ j
```

In `hankel a e s n`, the argument `s` is the shift and `n` the size. The indices in `Fin n` start at zero, as above.

```lean
/-- The `n × n` Hankel matrix of the moments, with all orders raised by `s`. -/
def hankel (a e : ι → ℝ) (s n : ℕ) : Matrix (Fin n) (Fin n) ℝ :=
  Matrix.of fun i j => moment a e ((i : ℕ) + (j : ℕ) + s)
```

The set \(P\) is `poles a e`. Since it is a set of energies, degenerate terms count once; the filter leaves out terms of zero weight.

```lean
/-- The set of distinct pole positions that carry positive weight. -/
def poles (a e : ι → ℝ) : Finset ℝ := (Finset.univ.filter fun k => 0 < a k).image e
```

The expansion is an exact identity at each finite order, with `hz` and `hp` excluding zero and the poles. The induction step compares the remainders term by term; after clearing denominators, `ring` confirms the one-pole identity.

```lean
/-- Away from zero and from the poles, the Green's function is its moment series in `1/z`
through order `n` plus an explicit remainder. -/
theorem green_moment_expansion (a e : ι → ℝ) (z : ℂ) (hz : z ≠ 0)
    (hp : ∀ k, z ≠ e k) (n : ℕ) :
    green a e z = ∑ j ∈ Finset.range n, (moment a e j : ℂ) / z ^ (j + 1)
      + ∑ k, (a k : ℂ) * (e k : ℂ) ^ n / (z ^ n * (z - e k)) := by
  induction n with
  | zero => simp [green]
  | succ n ih =>
    rw [Finset.sum_range_succ, ih, add_assoc]
    congr 1
    -- each remainder term releases one further moment contribution
    simp only [moment, Complex.ofReal_sum, Complex.ofReal_mul, Complex.ofReal_pow]
    rw [Finset.sum_div, ← Finset.sum_add_distrib]
    refine Finset.sum_congr rfl fun k _ => ?_
    have hk : z - (e k : ℂ) ≠ 0 := sub_ne_zero.mpr (hp k)
    have h1 : z ^ n ≠ 0 := pow_ne_zero _ hz
    have h2 : z ^ (n + 1) ≠ 0 := pow_ne_zero _ hz
    rw [div_add_div _ _ h2 (mul_ne_zero h2 hk),
      div_eq_div_iff (mul_ne_zero h1 hk) (mul_ne_zero h2 (mul_ne_zero h2 hk))]
    ring
```

The next theorem exchanges the finite sums with `Finset.sum_comm` and recognises the double sum over \(i,j\) as a square. It needs no sign condition on the weights.

```lean
/-- The quadratic form of the Hankel matrix is a spectral sum of squared polynomials
evaluated at the poles. -/
theorem hankel_form (a e : ι → ℝ) (s n : ℕ) (x : Fin n → ℝ) :
    x ⬝ᵥ (hankel a e s n *ᵥ x)
      = ∑ k, a k * e k ^ s * (∑ i, x i * e k ^ (i : ℕ)) ^ 2 := by
  calc x ⬝ᵥ (hankel a e s n *ᵥ x)
      = ∑ i : Fin n, ∑ j : Fin n, ∑ k, x i * (a k * e k ^ ((i : ℕ) + (j : ℕ) + s) * x j) := by
        simp only [dotProduct, Matrix.mulVec, hankel, Matrix.of_apply, moment,
          Finset.mul_sum, Finset.sum_mul]
    _ = ∑ k, ∑ i : Fin n, ∑ j : Fin n, x i * (a k * e k ^ ((i : ℕ) + (j : ℕ) + s) * x j) :=
        (Finset.sum_congr rfl fun i _ => Finset.sum_comm).trans Finset.sum_comm
    _ = _ := by
        refine Finset.sum_congr rfl fun k _ => ?_
        rw [sq, Finset.sum_mul_sum, Finset.mul_sum]
        refine Finset.sum_congr rfl fun i _ => ?_
        rw [Finset.mul_sum]
        refine Finset.sum_congr rfl fun j _ => ?_
        ring
```

The same formula is then stated for the coefficient vector of a polynomial, where `hn` ensures that all its coefficients fit into the vector.

```lean
/-- For the coefficient vector of a polynomial `p` of degree below `n`, the Hankel form is the
spectral sum of `p ^ 2`, weighted by `e ^ s`. -/
theorem hankel_form_polynomial (a e : ι → ℝ) (s n : ℕ) (p : ℝ[X]) (hn : p.natDegree < n) :
    (fun i : Fin n => p.coeff i) ⬝ᵥ (hankel a e s n *ᵥ fun i : Fin n => p.coeff i)
      = ∑ k, a k * e k ^ s * (p.eval (e k)) ^ 2 := by
  rw [hankel_form]
  refine Finset.sum_congr rfl fun k _ => ?_
  rw [Polynomial.eval_eq_sum_range' hn,
    Fin.sum_univ_eq_sum_range (fun i => p.coeff i * e k ^ i) n]
```

Mathlib's `PosSemidef` includes Hermiticity, which here is the symmetry \(i+j=j+i\).

```lean
/-- The Hankel matrix of real moments is Hermitian. -/
theorem hankel_isHermitian (a e : ι → ℝ) (s n : ℕ) : (hankel a e s n).IsHermitian := by
  refine Matrix.IsHermitian.ext fun i j => ?_
  simp only [hankel, Matrix.of_apply, star_trivial]
  rw [add_comm (j : ℕ) (i : ℕ)]
```

The main theorem assumes non-negative weights through `ha`. Its first part covers the plain matrices of every size; the second adds the assumption that all poles are non-negative. Both proofs show that each term of the spectral sum is non-negative.

```lean
/-- For non-negative spectral weights the Hankel matrices of all sizes are positive semidefinite;
if all poles are non-negative, so are the shifted Hankel matrices. -/
theorem hankel_posSemidef (a e : ι → ℝ) (ha : ∀ k, 0 ≤ a k) :
    (∀ n, (hankel a e 0 n).PosSemidef) ∧
      ((∀ k, 0 ≤ e k) → ∀ n, (hankel a e 1 n).PosSemidef) := by
  constructor
  · intro n
    refine Matrix.PosSemidef.of_dotProduct_mulVec_nonneg (hankel_isHermitian a e 0 n) fun x => ?_
    rw [star_trivial, hankel_form]
    exact Finset.sum_nonneg fun k _ => mul_nonneg (by simpa using ha k) (sq_nonneg _)
  · intro he n
    refine Matrix.PosSemidef.of_dotProduct_mulVec_nonneg (hankel_isHermitian a e 1 n) fun x => ?_
    rw [star_trivial, hankel_form]
    exact Finset.sum_nonneg fun k _ =>
      mul_nonneg (mul_nonneg (ha k) (pow_nonneg (he k) 1)) (sq_nonneg _)
```

In the definiteness criterion, the forward direction argues by contradiction with the product polynomial `p`, which is monic and so has a nonzero coefficient vector. The reverse direction builds `q` from `x`, shows that it vanishes on `poles a e`, and reads off \(x=0\) from its coefficients.

```lean
/-- For non-negative spectral weights, the unshifted `n × n` Hankel matrix is positive definite
exactly when at least `n` distinct poles carry positive weight. -/
theorem hankel_posDef_iff (a e : ι → ℝ) (ha : ∀ k, 0 ≤ a k) (n : ℕ) :
    (hankel a e 0 n).PosDef ↔ n ≤ (poles a e).card := by
  constructor
  · intro h
    by_contra hlt
    have hlt' : (poles a e).card < n := not_le.mp hlt
    -- the polynomial that vanishes at every pole gives a null vector
    let p : ℝ[X] := ∏ t ∈ poles a e, (X - C t)
    have hm : p.Monic := monic_prod_of_monic _ _ fun t _ => monic_X_sub_C t
    have hd : p.natDegree = (poles a e).card := by
      simp [p]
    have hdn : p.natDegree < n := hd ▸ hlt'
    have hx : (fun i : Fin n => p.coeff i) ≠ 0 := by
      intro h0
      have h1 : p.coeff p.natDegree = 0 := congrFun h0 ⟨p.natDegree, hdn⟩
      rw [hm.coeff_natDegree] at h1
      exact one_ne_zero h1
    have hpos := h.dotProduct_mulVec_pos hx
    rw [star_trivial, hankel_form_polynomial a e 0 n p hdn] at hpos
    refine hpos.ne' (Finset.sum_eq_zero fun k _ => ?_)
    rcases (ha k).eq_or_lt with h0 | h0
    · simp [← h0]
    · have hk : e k ∈ poles a e :=
        Finset.mem_image_of_mem e (Finset.mem_filter.mpr ⟨Finset.mem_univ k, h0⟩)
      have hv : p.eval (e k) = 0 := by
        simp only [p, eval_prod]
        exact Finset.prod_eq_zero hk (by simp)
      simp [hv]
  · intro hn
    rw [Matrix.posDef_iff_dotProduct_mulVec]
    refine ⟨hankel_isHermitian a e 0 n, ?_⟩
    intro x hx
    rw [star_trivial, hankel_form]
    have hnn : ∀ k ∈ Finset.univ, 0 ≤ a k * e k ^ 0 * (∑ i, x i * e k ^ (i : ℕ)) ^ 2 :=
      fun k _ => mul_nonneg (by simpa using ha k) (sq_nonneg _)
    refine lt_of_le_of_ne (Finset.sum_nonneg hnn) fun h0 => hx ?_
    have hz := (Finset.sum_eq_zero_iff_of_nonneg hnn).mp h0.symm
    -- a polynomial of degree below n with at least n roots is zero
    let q : ℝ[X] := ∑ i : Fin n, C (x i) * X ^ (i : ℕ)
    have hq : q = 0 := by
      refine Polynomial.eq_zero_of_degree_lt_of_eval_finset_eq_zero (poles a e)
        (lt_of_lt_of_le (degree_sum_fin_lt x) (by exact_mod_cast hn)) fun t ht => ?_
      obtain ⟨k, hk, rfl⟩ := Finset.mem_image.mp ht
      have hak : 0 < a k := (Finset.mem_filter.mp hk).2
      have h1 := hz k (Finset.mem_univ k)
      rw [pow_zero, mul_one] at h1
      have h2 := pow_eq_zero_iff two_ne_zero |>.mp ((mul_eq_zero.mp h1).resolve_left hak.ne')
      simpa [q, eval_finsetSum] using h2
    funext j
    have hj : q.coeff j = x j := by
      simp [q, finsetSum_coeff, coeff_X_pow, Fin.val_inj]
    rw [← hj, hq]
    simp
```

The last theorem sharpens the shifted case to an equivalence. Its forward direction evaluates the form on the isolating polynomial: terms at other poles vanish, terms degenerate with `e k` are at most zero, and term `k` itself is strictly negative.

```lean
/-- For non-negative spectral weights, the Hankel matrices of all sizes with shift one are positive
semidefinite exactly when every pole of positive weight is non-negative. -/
theorem shifted_hankel_posSemidef_iff (a e : ι → ℝ) (ha : ∀ k, 0 ≤ a k) :
    (∀ n, (hankel a e 1 n).PosSemidef) ↔ ∀ k, 0 < a k → 0 ≤ e k := by
  constructor
  · intro h k hk
    by_contra hneg
    have hek : e k < 0 := not_le.mp hneg
    -- this polynomial vanishes at every pole other than e k
    let p : ℝ[X] := ∏ t ∈ (poles a e).erase (e k), (X - C t)
    have hform := (h (p.natDegree + 1)).dotProduct_mulVec_nonneg (fun i => p.coeff i)
    rw [star_trivial, hankel_form_polynomial a e 1 _ p (Nat.lt_succ_self _)] at hform
    have hpk : p.eval (e k) ≠ 0 := by
      simp only [p, eval_prod]
      refine Finset.prod_ne_zero_iff.mpr fun t ht => ?_
      simpa [sub_eq_zero] using (Finset.ne_of_mem_erase ht).symm
    have hlt : ∑ l, a l * e l ^ 1 * (p.eval (e l)) ^ 2 < ∑ _l : ι, (0 : ℝ) := by
      refine Finset.sum_lt_sum (fun l _ => ?_) ⟨k, Finset.mem_univ k, ?_⟩
      · rcases (ha l).eq_or_lt with h0 | h0
        · simp [← h0]
        · by_cases hl : e l = e k
          · rw [hl, pow_one]
            exact mul_nonpos_of_nonpos_of_nonneg
              (mul_nonpos_of_nonneg_of_nonpos (ha l) hek.le) (sq_nonneg _)
          · have hmem : e l ∈ (poles a e).erase (e k) := Finset.mem_erase.mpr
              ⟨hl, Finset.mem_image_of_mem e (Finset.mem_filter.mpr ⟨Finset.mem_univ l, h0⟩)⟩
            have hv : p.eval (e l) = 0 := by
              simp only [p, eval_prod]
              exact Finset.prod_eq_zero hmem (by simp)
            simp [hv]
      · rw [pow_one]
        exact mul_neg_of_neg_of_pos (mul_neg_of_pos_of_neg hk hek) (by positivity)
    rw [Finset.sum_const_zero] at hlt
    exact absurd hform (not_le_of_gt hlt)
  · intro he n
    refine Matrix.PosSemidef.of_dotProduct_mulVec_nonneg (hankel_isHermitian a e 1 n) fun x => ?_
    rw [star_trivial, hankel_form]
    refine Finset.sum_nonneg fun k _ => mul_nonneg ?_ (sq_nonneg _)
    rcases (ha k).eq_or_lt with h0 | h0
    · simp [← h0]
    · exact mul_nonneg h0.le (pow_nonneg (he k h0) 1)

end

end LehmannHankelMoments
```

```lean
#print axioms LehmannHankelMoments.green_moment_expansion
-- 'LehmannHankelMoments.green_moment_expansion' depends on axioms: [propext, Classical.choice, Quot.sound]
#print axioms LehmannHankelMoments.hankel_posSemidef
-- 'LehmannHankelMoments.hankel_posSemidef' depends on axioms: [propext, Classical.choice, Quot.sound]
#print axioms LehmannHankelMoments.hankel_posDef_iff
-- 'LehmannHankelMoments.hankel_posDef_iff' depends on axioms: [propext, Classical.choice, Quot.sound]
#print axioms LehmannHankelMoments.shifted_hankel_posSemidef_iff
-- 'LehmannHankelMoments.shifted_hankel_posSemidef_iff' depends on axioms: [propext, Classical.choice, Quot.sound]
```

For electronic-structure calculations with a finite discrete spectrum, a negative eigenvalue of the plain Hankel matrix, beyond numerical error, shows that the computed moments are inconsistent with non-negative weights on real poles. The theorems treat exact moments of a scalar Green's function with finitely many poles, so continuous spectra, matrix-valued weights and rounding errors are not covered. They also start from given poles and weights: they do not construct a Green's function from an arbitrary sequence whose Hankel matrices are positive semidefinite.
